# For \(n\ge1\), \(u(\sum_i x_i^2)^2+v\sum_i x_i^4\) is positive at every nonzero \(x\in\mathbb R^n\) exactly when \(u+v>0\) and \(nu+v>0\)

The same two inequalities decide whether the Landau energy truncated at fourth order is bounded below when its quadratic coefficient \(a\) is negative. In that case, if fitted coefficients violate either one, even by equality, the truncated energy is unbounded below.

## A uniform order parameter with two quartic invariants

Write \(S=\sum_i x_i^2\) and \(F=\sum_i x_i^4\). The quartic is \(Q=uS^2+vF\), with isotropic coefficient \(u\) and cubic anisotropy \(v\), and the energy is \(aS+Q\). Any numerical prefactors, such as \(1/2\) or \(1/4\), are included in the coefficients.

In Lean 4 with Mathlib:

```lean
import Mathlib

open Finset

namespace CubicLandauStability

/-- The quartic part of the Landau expansion of an `n`-component order parameter `x`:
an isotropic term with coefficient `u` and a cubic anisotropy with coefficient `v`. -/
def quartic {n : ℕ} (u v : ℝ) (x : Fin n → ℝ) : ℝ :=
  u * (∑ i, x i ^ 2) ^ 2 + v * ∑ i, x i ^ 4

/-- The Landau energy truncated at fourth order, with quadratic coefficient `a`. -/
def energy {n : ℕ} (a u v : ℝ) (x : Fin n → ℝ) : ℝ :=
  a * ∑ i, x i ^ 2 + quartic u v x
```

The order parameter is a function `Fin n → ℝ`: \(n\) real components, uniform in space. Gradient terms, fluctuations and other quartic invariants are absent. For an expansion of this restricted form fitted to electronic-structure energies, the result is a quick check on the fitted coefficients.

## \(u+v>0\): stiffness along a coordinate axis

At \(x=(t,0,\dots,0)\) we have \(S=t^2\), \(F=t^4\) and \(Q=(u+v)t^4\). If \(u+v\le0\), positivity therefore fails on the axis.

The condition also controls every other direction when \(v\le0\). Since \(x_i^2\le S\), multiplying by \(x_i^2\) and summing gives \(F\le S^2\), hence \(Q\ge(u+v)S^2\). The lemma `sum_fourth_le` follows these steps.

```lean
/-- The sum of fourth powers of the components is at most the square of the
squared length of the order parameter. -/
theorem sum_fourth_le {n : ℕ} (x : Fin n → ℝ) :
    ∑ i, x i ^ 4 ≤ (∑ i, x i ^ 2) ^ 2 := by
  calc ∑ i, x i ^ 4 ≤ ∑ i, (x i ^ 2 * (∑ j, x j ^ 2)) := by
        refine Finset.sum_le_sum fun i _ => ?_
        have h : x i ^ 2 ≤ ∑ j, x j ^ 2 :=
          Finset.single_le_sum (f := fun j => x j ^ 2)
            (fun j _ => sq_nonneg (x j)) (Finset.mem_univ i)
        nlinarith [mul_le_mul_of_nonneg_left h (sq_nonneg (x i))]
    _ = (∑ i, x i ^ 2) ^ 2 := by
        rw [← Finset.sum_mul]
        ring
```

## \(nu+v>0\): stiffness along the body diagonal

With all components equal to \(t\), \(S=nt^2\), \(F=nt^4\) and \(Q=n(nu+v)t^4\). If \(nu+v\le0\), positivity fails there.

When \(v\ge0\), this condition controls the remaining directions. Cauchy–Schwarz against the constant vector \((1,\dots,1)\) gives \(S^2\le nF\), hence \(nQ\ge(nu+v)S^2\).

```lean
/-- The square of the squared length is at most `n` times the sum of fourth powers
of the components. -/
theorem sq_le_card_mul_sum_fourth {n : ℕ} (x : Fin n → ℝ) :
    (∑ i, x i ^ 2) ^ 2 ≤ n * ∑ i, x i ^ 4 := by
  -- Cauchy-Schwarz against the constant vector
  have h := Finset.sum_mul_sq_le_sq_mul_sq Finset.univ (fun _ : Fin n => (1 : ℝ))
    (fun i => x i ^ 2)
  have e : ∀ i, (x i ^ 2) ^ 2 = x i ^ 4 := fun i => by ring
  simp only [one_mul, one_pow, Finset.sum_const, Finset.card_univ, Fintype.card_fin,
    nsmul_eq_mul, mul_one, e] at h
  exact h
```

The next two lemmas evaluate the test directions; `Pi.single i t` is the vector with \(t\) in component \(i\) and zeros elsewhere.

```lean
/-- For an order parameter of amplitude `t` along one coordinate axis, the sum of `k`-th
powers of the components is `t ^ k`, for `k ≠ 0`. -/
theorem sum_pow_axis {n k : ℕ} (i : Fin n) (t : ℝ) (hk : k ≠ 0) :
    ∑ j, (Pi.single i t : Fin n → ℝ) j ^ k = t ^ k := by
  rw [Finset.sum_eq_single i]
  · rw [Pi.single_eq_same]
  · intro j _ hj
    rw [Pi.single_eq_of_ne hj, zero_pow hk]
  · intro h
    exact absurd (Finset.mem_univ i) h

/-- Along a coordinate axis the quartic is `(u + v) t⁴`; along the body diagonal, with all
components equal to `t`, it is `n (n u + v) t⁴`. -/
theorem quartic_axis_and_diagonal {n : ℕ} (u v t : ℝ) (i : Fin n) :
    quartic u v (Pi.single i t : Fin n → ℝ) = (u + v) * t ^ 4 ∧
      quartic u v (fun _ : Fin n => t) = n * (n * u + v) * t ^ 4 := by
  constructor
  · unfold quartic
    rw [sum_pow_axis i t two_ne_zero, sum_pow_axis i t four_ne_zero]
    ring
  · simp only [quartic, Finset.sum_const, Finset.card_univ, Fintype.card_fin, nsmul_eq_mul]
    ring
```

## \(n\ge1\): a direction to test

The hypothesis `hn : 0 < n` says that the order parameter has at least one component. For \(n=1\) the axis and the diagonal coincide, as do the two conditions.

By hand, \(n\ge1\) enters the sharp bound: \(cS^2\le Q\) for all \(x\) if and only if \(c\le u+v\) and \(nc\le nu+v\). Setting \(t=1\) on the axis gives the first inequality. On the diagonal it gives \(cn^2\le n(nu+v)\), and dividing by \(n\) gives the second. Conversely, \(Q\ge(u+v)S^2\ge cS^2\) if \(v\le0\), and \(nQ\ge(nu+v)S^2\ge ncS^2\) if \(v\ge0\).

In the proof, `hn` supplies the component `⟨0, hn⟩` and permits the division; `rcases` splits on the sign of \(v\).

```lean
/-- For `n ≥ 1`, the quartic is at least `c` times the fourth power of the length in every
direction if and only if `c ≤ u + v` and `n c ≤ n u + v`. -/
theorem lower_bound_iff {n : ℕ} (hn : 0 < n) (u v c : ℝ) :
    (∀ x : Fin n → ℝ, c * (∑ i, x i ^ 2) ^ 2 ≤ quartic u v x) ↔
      c ≤ u + v ∧ n * c ≤ n * u + v := by
  have hn' : (0 : ℝ) < n := Nat.cast_pos.mpr hn
  constructor
  · intro h
    have h1 := h (Pi.single ⟨0, hn⟩ 1)
    have h2 := h (fun _ => 1)
    rw [(quartic_axis_and_diagonal u v 1 ⟨0, hn⟩).1, sum_pow_axis _ _ two_ne_zero] at h1
    rw [(quartic_axis_and_diagonal u v 1 ⟨0, hn⟩).2] at h2
    simp only [one_pow, Finset.sum_const, Finset.card_univ, Fintype.card_fin,
      nsmul_eq_mul, mul_one] at h1 h2
    exact ⟨h1, le_of_mul_le_mul_left (by nlinarith) hn'⟩
  · rintro ⟨h1, h2⟩ x
    unfold quartic
    -- the sign of the anisotropy decides which direction is the softest
    rcases le_total 0 v with hv | hv
    · have p := mul_le_mul_of_nonneg_left (sq_le_card_mul_sum_fourth x) hv
      have q := mul_nonneg (sub_nonneg.mpr h2) (sq_nonneg (∑ i, x i ^ 2))
      exact le_of_mul_le_mul_left (by nlinarith) hn'
    · have p := mul_le_mul_of_nonpos_left (sum_fourth_le x) hv
      have q := mul_nonneg (sub_nonneg.mpr h1) (sq_nonneg (∑ i, x i ^ 2))
      nlinarith
```

If both strict conditions hold, \(c=\min(u+v,\,u+v/n)\) is a positive choice.

```lean
/-- For `n ≥ 1`, if `u + v > 0` and `n u + v > 0`, the quartic is bounded below by a positive
multiple of the fourth power of the length. -/
theorem exists_stiffness {n : ℕ} (hn : 0 < n) {u v : ℝ}
    (h1 : 0 < u + v) (h2 : 0 < n * u + v) :
    ∃ c > 0, ∀ x : Fin n → ℝ, c * (∑ i, x i ^ 2) ^ 2 ≤ quartic u v x := by
  have hn' : (0 : ℝ) < n := Nat.cast_pos.mpr hn
  refine ⟨min (u + v) ((n * u + v) / n), lt_min h1 (div_pos h2 hn'),
    (lower_bound_iff hn u v _).mpr ⟨min_le_left _ _, ?_⟩⟩
  have h := (le_div_iff₀ hn').mp (min_le_right (u + v) ((n * u + v) / n))
  linarith
```

Without `hn`, the equivalences fail at \(n=0\): positivity at nonzero \(x\) is then vacuous, and the energy is identically zero, even for \(u=v=-1\).

## \(x\ne0\): a genuine distortion

The point \(x=0\) is the undistorted, symmetric state. Since \(Q(0)=0\), positivity there is impossible for any \(u,v\).

If \(x\ne0\), some component is nonzero, so \(S>0\) and \(Q\ge cS^2>0\). The proof extracts that component with `Function.ne_iff`. For the converse it evaluates \(Q\) at the two nonzero test vectors.

```lean
/-- For `n ≥ 1`, the quartic is positive at every nonzero order parameter if and only if
`u + v > 0` and `n u + v > 0`. -/
theorem quartic_pos_iff {n : ℕ} (hn : 0 < n) (u v : ℝ) :
    (∀ x : Fin n → ℝ, x ≠ 0 → 0 < quartic u v x) ↔ 0 < u + v ∧ 0 < n * u + v := by
  have hn' : (0 : ℝ) < n := Nat.cast_pos.mpr hn
  constructor
  · intro h
    -- test the axis and the body diagonal
    have h1 := h (Pi.single ⟨0, hn⟩ 1) (fun h0 => by
      have := congrFun h0 ⟨0, hn⟩
      simp at this)
    have h2 := h (fun _ => 1) (fun h0 => one_ne_zero (congrFun h0 ⟨0, hn⟩))
    rw [(quartic_axis_and_diagonal u v 1 ⟨0, hn⟩).1, one_pow, mul_one] at h1
    rw [(quartic_axis_and_diagonal u v 1 ⟨0, hn⟩).2, one_pow, mul_one] at h2
    exact ⟨h1, (mul_pos_iff_of_pos_left hn').mp h2⟩
  · rintro ⟨h1, h2⟩ x hx
    obtain ⟨c, hc, hb⟩ := exists_stiffness hn h1 h2
    obtain ⟨i, hi⟩ := Function.ne_iff.mp hx
    have hi' : x i ≠ 0 := hi
    have hS : 0 < ∑ j, x j ^ 2 :=
      Finset.sum_pos' (fun j _ => sq_nonneg (x j)) ⟨i, Finset.mem_univ i, by positivity⟩
    exact lt_of_lt_of_le (mul_pos hc (pow_pos hS 2)) (hb x)
```

## \(a<0\): an unstable symmetric state

A negative \(a\) means that the energy decreases as the system leaves \(x=0\), so the quartic has to stop the descent.

Suppose \(bt^2+kt^4\ge C\) for all \(t\), with \(b<0\). If \(k\le0\), choosing \(t^2=-(|C|+1)/b\) makes the left side at most \(-(|C|+1)<C\), a contradiction. So \(k>0\).

```lean
/-- If an energy `b t² + k t⁴` along a line has `b < 0` and is bounded below, then `k > 0`. -/
theorem quartic_coeff_pos {b k C : ℝ} (hb : b < 0)
    (h : ∀ t : ℝ, C ≤ b * t ^ 2 + k * t ^ 4) : 0 < k := by
  by_contra hk
  have hk' : k ≤ 0 := not_lt.mp hk
  -- an amplitude at which the quadratic term alone falls below `C`
  have hs : 0 ≤ -(|C| + 1) / b :=
    div_nonneg_of_nonpos (by linarith [abs_nonneg C]) hb.le
  have h1 := h (Real.sqrt (-(|C| + 1) / b))
  have h4 : k * Real.sqrt (-(|C| + 1) / b) ^ 4 ≤ 0 :=
    mul_nonpos_iff.mpr (Or.inr ⟨hk', by positivity⟩)
  have e : b * (-(|C| + 1) / b) = -(|C| + 1) := mul_div_cancel₀ _ hb.ne
  rw [Real.sq_sqrt hs, e] at h1
  linarith [neg_abs_le C]
```

Apply this with \(b=a\), \(k=u+v\) on the axis, and with \(b=na\), \(k=n(nu+v)\) on the diagonal. Both strict conditions follow. Conversely, with \(c\) as above,

\[
aS+Q\ \ge\ aS+cS^2=c\Bigl(S+\frac{a}{2c}\Bigr)^2-\frac{a^2}{4c}\ \ge\ -\frac{a^2}{4c}.
\]

In the last theorem, `∃ C` expresses boundedness below, and `nlinarith` receives the completed square multiplied by \(4c\).

```lean
/-- For `n ≥ 1` and a negative quadratic coefficient `a`, the Landau energy truncated at fourth
order is bounded below if and only if `u + v > 0` and `n u + v > 0`. -/
theorem energy_bounded_below_iff {n : ℕ} (hn : 0 < n) {a : ℝ} (ha : a < 0) (u v : ℝ) :
    (∃ C, ∀ x : Fin n → ℝ, C ≤ energy a u v x) ↔ 0 < u + v ∧ 0 < n * u + v := by
  have hn' : (0 : ℝ) < n := Nat.cast_pos.mpr hn
  constructor
  · rintro ⟨C, h⟩
    constructor
    · refine quartic_coeff_pos (C := C) ha fun t => ?_
      have ht := h (Pi.single ⟨0, hn⟩ t)
      unfold energy at ht
      rwa [(quartic_axis_and_diagonal u v t ⟨0, hn⟩).1, sum_pow_axis _ _ two_ne_zero] at ht
    · refine (mul_pos_iff_of_pos_left hn').mp
        (quartic_coeff_pos (C := C) (mul_neg_of_neg_of_pos ha hn') fun t => ?_)
      have ht := h (fun _ => t)
      unfold energy at ht
      rw [(quartic_axis_and_diagonal u v t ⟨0, hn⟩).2] at ht
      simp only [Finset.sum_const, Finset.card_univ, Fintype.card_fin, nsmul_eq_mul] at ht
      linarith
  · rintro ⟨h1, h2⟩
    obtain ⟨c, hc, hb⟩ := exists_stiffness hn h1 h2
    refine ⟨-a ^ 2 / (4 * c), fun x => ?_⟩
    -- complete the square in the squared length
    have hsq : -a ^ 2 / (4 * c) ≤ a * (∑ i, x i ^ 2) + c * (∑ i, x i ^ 2) ^ 2 := by
      rw [div_le_iff₀ (by positivity)]
      nlinarith [sq_nonneg (2 * c * (∑ i, x i ^ 2) + a)]
    unfold energy
    linarith [hb x]

end CubicLandauStability
```

For any \(a\ge0\) this equivalence fails: with \(u=v=0\) the energy \(aS\) is bounded below by zero, yet neither strict condition holds.

```lean
#print axioms CubicLandauStability.quartic_pos_iff
#print axioms CubicLandauStability.energy_bounded_below_iff
```

```
'CubicLandauStability.quartic_pos_iff' depends on axioms: [propext, Classical.choice, Quot.sound]
'CubicLandauStability.energy_bounded_below_iff' depends on axioms: [propext, Classical.choice, Quot.sound]
```
